# With τ > 0, the inverse of S + T/τ takes S v to τ/(τ + e) v for a mode v of kinetic energy e, and gives the same preconditioned gradient step in every basis of the space

Take a single basis function with overlap s > 0 and kinetic matrix element t ≥ 0. Its kinetic energy is e = t/s. With an energy scale τ > 0, the kinetic preconditioner is the number

K = s + t/τ = s (τ + e)/τ,

so K⁻¹ s v = τ/(τ + e) v for a coefficient v, and a large kinetic energy is damped. Now multiply the basis function by a complex number m ≠ 0. Coefficients are divided by m, but the energy gradient g = ∂E/∂v*, taken with respect to the conjugate coefficient, is multiplied by the conjugate m*. These two rules agree only if |m| = 1. The preconditioner becomes |m|² K, and the preconditioned step becomes

m* g / (|m|² K) = (1/m) (g/K),

which is the old step in the new coordinate.

I believe the same holds for any finite nonorthogonal basis, with matrices S and T in place of s and t, and "M is unitary" in place of |m| = 1. Can this be made rigorous, with a proof that a machine has checked?

## Damping and basis independence from one positive definite matrix

Yes. The matrix argument follows the one-function case closely, and the Lean file below proves it for complex matrices of any finite size.

Let the basis functions be χ_p, with overlap matrix S_pq = ⟨χ_p|χ_q⟩ and kinetic matrix T_pq = ⟨χ_p|−½∇²|χ_q⟩ in atomic units. A coefficient vector x represents the function Σ_p x_p χ_p, and S x lists the overlaps of that function with the basis functions. Linearly independent functions make S positive definite, and the kinetic operator makes T positive semidefinite. Define

K = S + T/τ.

The scale τ marks the kinetic energy at which damping becomes substantial: a mode with e = τ is halved.

**Invertibility.** Write ᴴ for the conjugate transpose. For every x ≠ 0,

xᴴ K x = xᴴ S x + (1/τ) xᴴ T x > 0,

because the first term is positive and the second is nonnegative. Hence K x = 0 forces x = 0, and K is invertible.

**One kinetic mode.** Suppose T v = e S v with e real and v ≠ 0. Multiplying by vᴴ from the left gives

vᴴ T v = e vᴴ S v.

The left side is nonnegative and vᴴ S v is positive, so e ≥ 0. In particular τ + e > 0. On the mode, K is a multiple of S:

K v = S v + (e/τ) S v = ((τ + e)/τ) S v.

Applying K⁻¹ and dividing by the positive factor gives

K⁻¹ S v = τ/(τ + e) v.

Modes with e much smaller than τ pass almost unchanged, and those with e much larger than τ are reduced to about τ/e of their amplitude.

**Several modes.** If T v_i = e_i S v_i for each i in a finite collection, and the c_i are complex amplitudes, linearity gives

K⁻¹ S Σ_i c_i v_i = Σ_i c_i τ/(τ + e_i) v_i.

The modes need not be orthogonal or normalised for this. To apply the formula to a gradient g, write g = S d with d = S⁻¹ g: the factors damp the modes contained in d, not those in the bare gradient g.

**Change of basis.** Let M be invertible and take new functions χ'_q = Σ_p χ_p M_pq. Old and new coefficients are related by x = M x', so x' = M⁻¹ x. The matrices become Mᴴ S M and Mᴴ T M. For a real energy E with gradient g_p = ∂E/∂x_p*, the chain rule gives the new gradient

g'_q = Σ_p M_pq* g_p, that is, g' = Mᴴ g.

With τ held fixed, the preconditioner built in the new basis is

K' = Mᴴ S M + (1/τ) Mᴴ T M = Mᴴ K M.

It is a product of invertible matrices, and

K'⁻¹ Mᴴ g = M⁻¹ K⁻¹ (Mᴴ)⁻¹ Mᴴ g = M⁻¹ (K⁻¹ g).

The preconditioned step therefore transforms as a coefficient vector should.

**The bare gradient.** Without K, the corresponding requirement is Mᴴ g = M⁻¹ g for every g. Choosing g as each unit vector in turn compares the two matrices column by column, so Mᴴ = M⁻¹ and M is unitary. Conversely, a unitary M satisfies Mᴴ = M⁻¹, and the requirement holds. The equality concerns length as well as direction: if M is a nonzero multiple of a unitary matrix, the bare gradient keeps its direction but is rescaled.

**A two-function example.** Take

S = [[2, 1], [1, 2]], T = [[1, −1], [−1, 1]], v = (1, −1).

Then S v = (1, −1) and T v = (2, −2), so e = 2. Since vᴴ S v = 2, the normalised mode is v/√2. The basis functions themselves have squared norm 2; after normalisation their mutual overlap is 1/2. For τ = 2 the preconditioner halves this mode. The other mode, (1, 1), has e = 0, which is possible for a constant function in a periodic cell but not for a normalisable function in free space.

## How the Lean statements encode the basis, the modes and the gradient

The type `n` labels the basis functions and is finite where matrix products are needed. `S`, `T` and `M` have type `Matrix n n ℂ`, and `kinPrec S T τ` is K. The scale `τ` and the mode energies are real numbers, converted to complex ones where they multiply vectors. The notation `*ᵥ` means a matrix acting on a vector.

The hypotheses `S.PosDef` and `T.PosSemidef` include that the matrices are Hermitian. They stand for linearly independent basis functions and a nonnegative kinetic energy; the file assumes them and does not derive them from integrals.

- `kinPrec_posDef` says that K is positive definite, which gives invertibility.
- `kinPrec_inv_mode` is the damping formula. It also admits v = 0, for which both sides vanish.
- `kinPrec_inv_superposition` is the formula for a finite sum, with modes indexed by `i ∈ s`. It does not say that every vector is such a sum.
- `preconditioned_step_covariant` says that the new preconditioner is invertible and that its step is M⁻¹ K⁻¹ g for every g. The hypothesis `IsUnit M` means that M is invertible.
- `bare_gradient_covariant_iff` says that an invertible M satisfies Mᴴ g = M⁻¹ g for all g exactly when M belongs to `Matrix.unitaryGroup n ℂ`.

For real matrices the conjugate transpose is the transpose, and "unitary" reads "orthogonal".

The vector `g` is arbitrary. Its transformation to Mᴴ g is written into the statements, while the chain rule that justifies it is the physical argument given above. The basis change is square and invertible, so it describes another basis of the same space, not an enlarged basis set.

For gradient-based orbital minimisation in electronic structure, the result means that the preconditioned gradient step in a fixed finite basis space does not depend on which basis describes that space, provided K is inverted exactly and τ is kept the same. It says nothing about convergence rates, the best τ, or approximate inverses such as one that keeps only the diagonal of K. Basis independence is also not special to the kinetic term: T = 0 satisfies the hypotheses and gives K = S. The kinetic term adds the damping.

```lean
import Mathlib

open Matrix
open scoped ComplexOrder

namespace KineticPreconditioner

noncomputable section

variable {n : Type*} [Fintype n] [DecidableEq n]

/-- The kinetic preconditioner `K = S + T / τ` built from the overlap matrix `S`, the kinetic
matrix `T` and the energy scale `τ`. -/
def kinPrec (S T : Matrix n n ℂ) (τ : ℝ) : Matrix n n ℂ :=
  S + (τ : ℂ)⁻¹ • T

omit [Fintype n] [DecidableEq n] in
/-- For a positive definite overlap, a positive semidefinite kinetic matrix and a positive
energy scale, the kinetic preconditioner is positive definite. -/
theorem kinPrec_posDef {S T : Matrix n n ℂ} {τ : ℝ} (hS : S.PosDef) (hT : T.PosSemidef)
    (hτ : 0 < τ) : (kinPrec S T τ).PosDef := by
  have h : (0 : ℂ) ≤ (τ : ℂ)⁻¹ := by
    rw [← Complex.ofReal_inv]
    exact Complex.zero_le_real.mpr (inv_nonneg.mpr hτ.le)
  exact hS.add_posSemidef (hT.smul h)

omit [DecidableEq n] in
/-- A nonzero kinetic mode `T v = e S v` has a nonnegative kinetic energy `e`. -/
theorem kinetic_energy_nonneg {S T : Matrix n n ℂ} {e : ℝ} {v : n → ℂ} (hS : S.PosDef)
    (hT : T.PosSemidef) (hv0 : v ≠ 0) (hv : T *ᵥ v = (e : ℂ) • (S *ᵥ v)) : 0 ≤ e := by
  -- compare the quadratic forms of `T` and `S` on the mode
  have h1 := hT.dotProduct_mulVec_nonneg v
  have h2 := hS.dotProduct_mulVec_pos hv0
  rw [hv, dotProduct_smul, smul_eq_mul] at h1
  have h3 := (Complex.le_def.mp h1).1
  have h4 := (Complex.lt_def.mp h2).1
  rw [Complex.re_ofReal_mul, Complex.zero_re] at h3
  rw [Complex.zero_re] at h4
  by_contra hneg
  exact absurd h3 (not_le_of_gt (mul_neg_of_neg_of_pos (lt_of_not_ge hneg) h4))

/-- The preconditioner multiplies a kinetic mode of energy `e` by `τ / (τ + e)`:
if `T v = e S v`, then `K⁻¹ S v = τ / (τ + e) v`. -/
theorem kinPrec_inv_mode {S T : Matrix n n ℂ} {τ e : ℝ} {v : n → ℂ} (hS : S.PosDef)
    (hT : T.PosSemidef) (hτ : 0 < τ) (hv : T *ᵥ v = (e : ℂ) • (S *ᵥ v)) :
    (kinPrec S T τ)⁻¹ *ᵥ (S *ᵥ v) = ((τ : ℂ) / ((τ : ℂ) + (e : ℂ))) • v := by
  by_cases hv0 : v = 0
  · simp [hv0]
  have he := kinetic_energy_nonneg hS hT hv0 hv
  have hτ' : (τ : ℂ) ≠ 0 := by exact_mod_cast hτ.ne'
  have hsum : (τ : ℂ) + (e : ℂ) ≠ 0 := by
    have h : τ + e ≠ 0 := (add_pos_of_pos_of_nonneg hτ he).ne'
    exact_mod_cast h
  have hdet := (Matrix.isUnit_iff_isUnit_det _).mp (kinPrec_posDef hS hT hτ).isUnit
  -- on the mode, `K` is a multiple of the overlap
  have hK : kinPrec S T τ *ᵥ v = (((τ : ℂ) + (e : ℂ)) / (τ : ℂ)) • (S *ᵥ v) := by
    have h : ((τ : ℂ) + (e : ℂ)) / (τ : ℂ) = 1 + (τ : ℂ)⁻¹ * (e : ℂ) := by
      rw [add_div, div_self hτ', div_eq_inv_mul]
    rw [kinPrec, Matrix.add_mulVec, Matrix.smul_mulVec, hv, smul_smul, h, add_smul, one_smul]
  have hSv : S *ᵥ v = ((τ : ℂ) / ((τ : ℂ) + (e : ℂ))) • (kinPrec S T τ *ᵥ v) := by
    have h : (τ : ℂ) / ((τ : ℂ) + (e : ℂ)) * (((τ : ℂ) + (e : ℂ)) / (τ : ℂ)) = 1 := by
      field_simp
    rw [hK, smul_smul, h, one_smul]
  rw [hSv, Matrix.mulVec_smul, Matrix.mulVec_mulVec, Matrix.nonsing_inv_mul _ hdet,
    Matrix.one_mulVec]

/-- On a superposition of kinetic modes the preconditioner acts as a filter: the amplitude
`c i` of the mode with energy `e i` is multiplied by `τ / (τ + e i)`. -/
theorem kinPrec_inv_superposition {ι : Type*} (s : Finset ι) {S T : Matrix n n ℂ} {τ : ℝ}
    {e : ι → ℝ} {v : ι → n → ℂ} (c : ι → ℂ) (hS : S.PosDef) (hT : T.PosSemidef) (hτ : 0 < τ)
    (hv : ∀ i ∈ s, T *ᵥ v i = (e i : ℂ) • (S *ᵥ v i)) :
    (kinPrec S T τ)⁻¹ *ᵥ (S *ᵥ ∑ i ∈ s, c i • v i) =
      ∑ i ∈ s, (c i * ((τ : ℂ) / ((τ : ℂ) + (e i : ℂ)))) • v i := by
  have h := map_sum (Matrix.mulVecLin ((kinPrec S T τ)⁻¹ * S)) (fun i => c i • v i) s
  simp only [Matrix.mulVecLin_apply] at h
  rw [Matrix.mulVec_mulVec, h]
  refine Finset.sum_congr rfl fun i hi => ?_
  rw [Matrix.mulVec_smul, ← Matrix.mulVec_mulVec, kinPrec_inv_mode hS hT hτ (hv i hi), smul_smul]

omit [DecidableEq n] in
/-- The preconditioner built from the transformed overlap and kinetic matrices is the
transformed preconditioner `Mᴴ K M`. -/
theorem kinPrec_basis_change (S T M : Matrix n n ℂ) (τ : ℝ) :
    kinPrec (Mᴴ * S * M) (Mᴴ * T * M) τ = Mᴴ * kinPrec S T τ * M := by
  simp only [kinPrec, Matrix.mul_add, Matrix.add_mul, Matrix.mul_smul, Matrix.smul_mul]

/-- Covariance of the preconditioned step: after an invertible basis change `M` the new
preconditioner is invertible, and applied to the new gradient `Mᴴ g` it gives the old step
`K⁻¹ g` expressed in the new coordinates. -/
theorem preconditioned_step_covariant {S T M : Matrix n n ℂ} {τ : ℝ} (hS : S.PosDef)
    (hT : T.PosSemidef) (hτ : 0 < τ) (hM : IsUnit M) :
    IsUnit (kinPrec (Mᴴ * S * M) (Mᴴ * T * M) τ) ∧
      ∀ g : n → ℂ, (kinPrec (Mᴴ * S * M) (Mᴴ * T * M) τ)⁻¹ *ᵥ (Mᴴ *ᵥ g) =
        M⁻¹ *ᵥ ((kinPrec S T τ)⁻¹ *ᵥ g) := by
  have hMH : IsUnit Mᴴ := hM.star
  have hdet := (Matrix.isUnit_iff_isUnit_det _).mp hMH
  rw [kinPrec_basis_change]
  refine ⟨(hMH.mul (kinPrec_posDef hS hT hτ).isUnit).mul hM, fun g => ?_⟩
  -- the factor `Mᴴ` of the gradient cancels against the inverse preconditioner
  rw [Matrix.mul_inv_rev, Matrix.mul_inv_rev, Matrix.mulVec_mulVec, Matrix.mulVec_mulVec,
    Matrix.mul_assoc, Matrix.mul_assoc, Matrix.nonsing_inv_mul _ hdet, Matrix.mul_one]

/-- Without a preconditioner, the new gradient `Mᴴ g` equals the old gradient expressed in the
new coordinates, for every `g`, exactly when the invertible basis change `M` is unitary. -/
theorem bare_gradient_covariant_iff {M : Matrix n n ℂ} (hM : IsUnit M) :
    (∀ g : n → ℂ, Mᴴ *ᵥ g = M⁻¹ *ᵥ g) ↔ M ∈ Matrix.unitaryGroup n ℂ := by
  have hdet := (Matrix.isUnit_iff_isUnit_det _).mp hM
  rw [Matrix.mem_unitaryGroup_iff, Matrix.star_eq_conjTranspose]
  constructor
  · intro h
    -- test the identity on the unit vectors
    have hEq : Mᴴ = M⁻¹ := by
      ext i j
      have hij := congrFun (h (Pi.single j 1)) i
      simpa only [Matrix.mulVec_single_one, Matrix.col_apply] using hij
    rw [hEq, Matrix.mul_nonsing_inv _ hdet]
  · intro h g
    rw [Matrix.inv_eq_right_inv h]

/-- Two overlapping basis functions with overlap matrix `[[2, 1], [1, 2]]` and kinetic matrix
`[[1, -1], [-1, 1]]` meet the positivity conditions, and `(1, -1)` is a kinetic mode of
energy `2`. -/
theorem kinetic_mode_witness :
    (!![2, 1; 1, 2] : Matrix (Fin 2) (Fin 2) ℂ).PosDef ∧
      (!![1, -1; -1, 1] : Matrix (Fin 2) (Fin 2) ℂ).PosSemidef ∧
      (!![1, -1; -1, 1] : Matrix (Fin 2) (Fin 2) ℂ) *ᵥ ![1, -1] =
        ((2 : ℝ) : ℂ) • ((!![2, 1; 1, 2] : Matrix (Fin 2) (Fin 2) ℂ) *ᵥ ![1, -1]) := by
  refine ⟨?_, ?_, ?_⟩
  · -- the overlap is the identity plus a Gram matrix
    have h : (!![2, 1; 1, 2] : Matrix (Fin 2) (Fin 2) ℂ) =
        1 + (!![1, 1; 0, 0] : Matrix (Fin 2) (Fin 2) ℂ)ᴴ * !![1, 1; 0, 0] := by
      ext i j
      fin_cases i <;> fin_cases j <;>
        norm_num [Matrix.mul_apply, Fin.sum_univ_succ, Matrix.conjTranspose_apply]
    rw [h]
    exact Matrix.PosDef.one.add_posSemidef (Matrix.posSemidef_conjTranspose_mul_self _)
  · have h : (!![1, -1; -1, 1] : Matrix (Fin 2) (Fin 2) ℂ) =
        (!![1, -1; 0, 0] : Matrix (Fin 2) (Fin 2) ℂ)ᴴ * !![1, -1; 0, 0] := by
      ext i j
      fin_cases i <;> fin_cases j <;>
        norm_num [Matrix.mul_apply, Fin.sum_univ_succ, Matrix.conjTranspose_apply]
    rw [h]
    exact Matrix.posSemidef_conjTranspose_mul_self _
  · ext i
    fin_cases i <;> norm_num [Matrix.mulVec, dotProduct, Fin.sum_univ_succ]

end

end KineticPreconditioner
```

```lean
#print axioms KineticPreconditioner.kinPrec_inv_superposition
-- 'KineticPreconditioner.kinPrec_inv_superposition' depends on axioms: [propext, Classical.choice, Quot.sound]
#print axioms KineticPreconditioner.preconditioned_step_covariant
-- 'KineticPreconditioner.preconditioned_step_covariant' depends on axioms: [propext, Classical.choice, Quot.sound]
#print axioms KineticPreconditioner.bare_gradient_covariant_iff
-- 'KineticPreconditioner.bare_gradient_covariant_iff' depends on axioms: [propext, Classical.choice, Quot.sound]
```

## From quadratic forms to cancelled inverses

`kinPrec_posDef` follows the invertibility argument. It first shows that 1/τ is nonnegative as a complex number, so that scaling T by it preserves positive semidefiniteness. Then `add_posSemidef` adds the result to the positive definite S.

`kinetic_energy_nonneg` compares the quadratic forms. Here `h1` states that vᴴ T v is nonnegative and `h2` that vᴴ S v is positive. Substituting the mode equation into `h1` brings out the factor e. The proof then passes to real parts, where a negative e would make the product negative, a contradiction.

`kinPrec_inv_mode` treats v = 0 separately and uses the previous lemma to obtain τ + e ≠ 0 otherwise. The intermediate statement `hK` is the equation K v = ((τ + e)/τ) S v. Its rearrangement `hSv` expresses S v as τ/(τ + e) times K v. After this replacement, K⁻¹ stands directly beside K, and `Matrix.nonsing_inv_mul` cancels them.

For `kinPrec_inv_superposition`, `map_sum` moves the linear map K⁻¹ S inside the finite sum. `Finset.sum_congr` then reduces the claim to one term at a time, where the single-mode formula applies.

`kinPrec_basis_change` is the identity K' = Mᴴ K M, proved by distributing the products over the sum. It needs neither positivity nor an invertible M. These conditions enter in `preconditioned_step_covariant`, which obtains invertibility of K' from its three factors. Two uses of `Matrix.mul_inv_rev` expand the inverse in reverse order, and the factor (Mᴴ)⁻¹ cancels the Mᴴ in front of the gradient.

In `bare_gradient_covariant_iff`, the vector `Pi.single j 1` is the unit vector in direction j. Its image under a matrix is column j, so reading entry i gives equality of all entries of Mᴴ and M⁻¹. Replacing Mᴴ by M⁻¹ in M Mᴴ then gives the identity. In the other direction, M Mᴴ = 1 identifies Mᴴ as the inverse through `Matrix.inv_eq_right_inv`.

Finally, `kinetic_mode_witness` establishes the hypotheses and the mode equation for the two-function example. Positivity comes from the decompositions S = 1 + AᴴA and T = BᴴB, where A has rows (1, 1) and (0, 0), and B has rows (1, −1) and (0, 0). The matrix identities and the mode equation are checked entry by entry.
